# At a fixed erfc threshold, the number of exchange neighbours grows as the inverse cube of a small screening parameter

In a three-dimensional crystal, a neighbour is taken here to be a lattice translation whose screening factor erfc(wr) is at least a fixed tolerance τ, with 0 < τ < 1. Here r is the length of the translation and w > 0 is the screening parameter, an inverse length. Some screened hybrid functionals use the kernel erfc(ws)/s in short-range exchange, where s is the distance between two electrons. With the translation length r standing in for s, the count shows how a real-space exchange sum lengthens as screening weakens, provided that translations are selected by this factor alone, without the 1/r or the decay of the density matrix.

```lean
import Mathlib

open MeasureTheory Filter Topology Set Matrix
open scoped Real Pointwise

namespace ScreenedExchangeNeighbours

noncomputable section
```

The function erfc is defined for every real argument by its Gaussian tail.

```lean
/-- The complementary error function, defined by its Gaussian tail integral. -/
def erfc (x : ℝ) : ℝ := 2 / √π * ∫ t in Ioi x, Real.exp (-t ^ 2)
```

Lengths are Euclidean. They need their own definition because Lean's default norm on `Fin 3 → ℝ` is the largest absolute coordinate.

```lean
/-- The Euclidean length of a vector in three-dimensional space. -/
def euclidLength (v : Fin 3 → ℝ) : ℝ := ‖(WithLp.toLp 2 v : EuclideanSpace ℝ (Fin 3))‖
```

The columns of the real 3×3 matrix A are the primitive vectors, so an integer vector n labels the translation An. The home cell n = 0 is included, and translations are counted, not atoms or orbital pairs.

```lean
/-- The integer vectors `n` whose lattice translation `A n` has a screening factor
`erfc (w |A n|)` of at least `τ`; the columns of `A` are the primitive vectors. -/
def neighbours (A : Matrix (Fin 3) (Fin 3) ℝ) (τ w : ℝ) : Set (Fin 3 → ℤ) :=
  {n | τ ≤ erfc (w * euclidLength (A *ᵥ fun j => (n j : ℝ)))}
```

Write N(w) for the number of neighbours, `(neighbours A τ w).ncard` in Lean, and K for the cutoff region {v : |Av| ≤ x}, where v is a real coordinate vector. The number x will be chosen so that erfc(x) = τ. It has no unit then, and the neighbours are the translations of length at most x/w.

```lean
/-- The coordinate vectors `v` whose position `A v` lies within distance `x` of the origin. -/
def cutoffRegion (A : Matrix (Fin 3) (Fin 3) ℝ) (x : ℝ) : Set (Fin 3 → ℝ) :=
  {v | euclidLength (A *ᵥ v) ≤ x}
```

## (a) The tail as an integral from zero

Show that for every real x

erfc(x) = 1 − (2/√π) ∫₀ˣ exp(−t²) dt.

**Solution.** The integral from 0 to ∞ is √π/2, so the tail beyond x is √π/2 − ∫₀ˣ exp(−t²) dt. Multiply by 2/√π. In Lean, `h` splits the integral and `linear_combination` does the multiplication.

```lean
/-- The complementary error function is one minus the normalised Gaussian integral
from `0` to `x`. -/
theorem erfc_eq_one_sub (x : ℝ) :
    erfc x = 1 - 2 / √π * ∫ t in (0 : ℝ)..x, Real.exp (-t ^ 2) := by
  have hi : Integrable (fun t : ℝ => Real.exp (-t ^ 2)) := by
    simpa using integrable_exp_neg_mul_sq (one_pos : (0 : ℝ) < 1)
  have h0 : ∫ t in Ioi (0 : ℝ), Real.exp (-t ^ 2) = √π / 2 := by
    simpa using integral_gaussian_Ioi 1
  have h := intervalIntegral.integral_interval_add_Ioi
    (hi.integrableOn (s := Ioi 0)) (hi.integrableOn (s := Ioi x))
  have hp : √π ≠ 0 := (Real.sqrt_pos.2 Real.pi_pos).ne'
  have h1 : 2 / √π * (√π / 2) = 1 := by field_simp
  rw [h0] at h
  unfold erfc
  linear_combination (2 / √π) * h + h1
```

## (b) Monotonicity

Show that a < b implies

erfc(a) > erfc(b).

**Solution.** By (a), the difference is

erfc(a) − erfc(b) = (2/√π) ∫ₐᵇ exp(−t²) dt,

which is positive because the integrand is. This positivity is `hpos`.

```lean
/-- The complementary error function is strictly decreasing. -/
theorem erfc_strictAnti : StrictAnti erfc := by
  intro a b hab
  have hc : Continuous (fun t : ℝ => Real.exp (-t ^ 2)) := by fun_prop
  have hpos := intervalIntegral.intervalIntegral_pos_of_pos
    (hc.intervalIntegrable a b) (fun t => Real.exp_pos _) hab
  have hadd := intervalIntegral.integral_add_adjacent_intervals
    (hc.intervalIntegrable (μ := volume) 0 a) (hc.intervalIntegrable (μ := volume) a b)
  have hk : 0 < 2 / √π := by positivity
  rw [erfc_eq_one_sub, erfc_eq_one_sub, ← hadd, mul_add]
  linarith [mul_pos hk hpos]
```

## (c) One cutoff for each tolerance

For 0 < τ < 1, show that exactly one x > 0 satisfies

erfc(x) = τ.

**Solution.** By (a), erfc is continuous, erfc(0) = 1, and erfc tends to 0 at infinity. Choose b ≥ 0 with erfc(b) < τ. The intermediate value theorem gives a solution x in [0, b], and x ≠ 0 because τ < 1. Uniqueness follows from (b).

```lean
/-- Every threshold strictly between zero and one is reached by the complementary error
function at exactly one positive argument. -/
theorem existsUnique_cutoff {τ : ℝ} (h0 : 0 < τ) (h1 : τ < 1) :
    ∃! x : ℝ, 0 < x ∧ erfc x = τ := by
  have hc : Continuous (fun t : ℝ => Real.exp (-t ^ 2)) := by fun_prop
  have hi : Integrable (fun t : ℝ => Real.exp (-t ^ 2)) := by
    simpa using integrable_exp_neg_mul_sq (one_pos : (0 : ℝ) < 1)
  have hfun : erfc = fun x => 1 - 2 / √π * ∫ t in (0 : ℝ)..x, Real.exp (-t ^ 2) :=
    funext erfc_eq_one_sub
  have hcont : Continuous erfc := by
    rw [hfun]
    exact continuous_const.sub (continuous_const.mul
      (intervalIntegral.continuous_primitive (fun a b => hc.intervalIntegrable a b) 0))
  have hzero : erfc 0 = 1 := by simp [erfc_eq_one_sub]
  -- the Gaussian tail vanishes at large distance
  have hlim : Tendsto erfc atTop (𝓝 0) := by
    have h := ((intervalIntegral_tendsto_integral_Ioi 0
      (hi.integrableOn (s := Ioi 0)) tendsto_id).const_mul (2 / √π)).const_sub 1
    have he : 1 - 2 / √π * ∫ t in Ioi (0 : ℝ), Real.exp (-t ^ 2) = 0 := by
      change 1 - erfc 0 = 0
      rw [hzero, sub_self]
    rw [he] at h
    rw [hfun]
    exact h
  obtain ⟨b, hb, hb0⟩ := ((hlim.eventually (gt_mem_nhds h0)).and (eventually_ge_atTop 0)).exists
  obtain ⟨x, hx, hxτ⟩ := intermediate_value_Icc' hb0 hcont.continuousOn
    (⟨hb.le, by rw [hzero]; exact h1.le⟩ : τ ∈ Icc (erfc b) (erfc 0))
  refine ⟨x, ⟨lt_of_le_of_ne hx.1 ?_, hxτ⟩, fun y hy =>
    erfc_strictAnti.injective (hy.2.trans hxτ.symm)⟩
  rintro rfl
  linarith
```

## (d) From screening factor to distance

Let erfc(x) = τ and w > 0. Show that

n is a neighbour ⇔ wn ∈ K.

**Solution.** By (b), erfc(w|An|) ≥ erfc(x) holds exactly when w|An| ≤ x. Since w|An| = |A(wn)|, which is `hs`, this says that wn lies in K.

```lean
/-- If `erfc x = τ` and `w > 0`, an integer vector `n` is a neighbour exactly when the scaled
vector `w n` lies in the cutoff region of radius `x`. -/
theorem mem_neighbours_iff (A : Matrix (Fin 3) (Fin 3) ℝ) {τ x w : ℝ} (hτ : erfc x = τ)
    (hw : 0 < w) (n : Fin 3 → ℤ) :
    n ∈ neighbours A τ w ↔ w • (fun j => (n j : ℝ)) ∈ cutoffRegion A x := by
  have hs : euclidLength (A *ᵥ (w • fun j => (n j : ℝ)))
      = w * euclidLength (A *ᵥ fun j => (n j : ℝ)) := by
    unfold euclidLength
    rw [Matrix.mulVec_smul, WithLp.toLp_smul, norm_smul, Real.norm_of_nonneg hw.le]
  change τ ≤ erfc _ ↔ euclidLength _ ≤ x
  rw [hs, ← hτ]
  exact ⟨fun h => not_lt.1 fun hlt => absurd (erfc_strictAnti hlt) (not_lt.2 h),
    fun h => erfc_strictAnti.antitone h⟩
```

## (e) Boundedness of the region

Let det A ≠ 0, so that the primitive vectors span space. Show that some R satisfies

|vⱼ| ≤ R for all v ∈ K and every coordinate j.

**Solution.** Each v in K equals A⁻¹u with u = Av in the closed ball of radius x. That ball is compact and A⁻¹ is continuous, so the image is bounded. Lean states this as `Bornology.IsBounded`.

```lean
/-- For linearly independent primitive vectors the cutoff region is bounded. -/
theorem isBounded_cutoffRegion {A : Matrix (Fin 3) (Fin 3) ℝ} (hA : A.det ≠ 0) (x : ℝ) :
    Bornology.IsBounded (cutoffRegion A x) := by
  have hg : Continuous (fun u : EuclideanSpace ℝ (Fin 3) => A⁻¹ *ᵥ u.ofLp) :=
    Continuous.matrix_mulVec continuous_const (PiLp.continuous_ofLp 2 _)
  refine ((isCompact_closedBall 0 x).image hg).isBounded.subset fun v hv => ?_
  refine ⟨WithLp.toLp 2 (A *ᵥ v), mem_closedBall_zero_iff.2 hv, ?_⟩
  change A⁻¹ *ᵥ (A *ᵥ v) = v
  rw [Matrix.mulVec_mulVec, Matrix.nonsing_inv_mul A (isUnit_iff_ne_zero.2 hA),
    Matrix.one_mulVec]
```

## (f) Volume of the region

For det A ≠ 0 and x > 0, show that

vol(K) = (4πx³/3) / |det A|.

**Solution.** Substitute u = Av, so dv = du/|det A|, and u runs over the ball of radius x. `Measure.addHaar_preimage_linearMap` supplies the determinant factor.

```lean
/-- For linearly independent primitive vectors and `x > 0`, the cutoff region has the volume of
a ball of radius `x` divided by the volume `|det A|` of the unit cell. -/
theorem volume_cutoffRegion {A : Matrix (Fin 3) (Fin 3) ℝ} (hA : A.det ≠ 0) {x : ℝ}
    (hx : 0 < x) : volume.real (cutoffRegion A x) = 4 * π * x ^ 3 / 3 / |A.det| := by
  have hset : cutoffRegion A x = Matrix.toLin' A ⁻¹'
      (WithLp.toLp 2 ⁻¹' Metric.closedBall (0 : EuclideanSpace ℝ (Fin 3)) x) := by
    ext v
    simp [cutoffRegion, euclidLength]
  have hd : LinearMap.det (Matrix.toLin' A) ≠ 0 := by rwa [LinearMap.det_toLin']
  rw [Measure.real, hset, Measure.addHaar_preimage_linearMap volume hd,
    (PiLp.volume_preserving_toLp (Fin 3)).measure_preimage
      measurableSet_closedBall.nullMeasurableSet,
    EuclideanSpace.volume_closedBall_fin_three, LinearMap.det_toLin', ENNReal.toReal_mul,
    ENNReal.toReal_mul, ENNReal.toReal_pow, ENNReal.toReal_ofReal (abs_nonneg _),
    ENNReal.toReal_ofReal hx.le, ENNReal.toReal_ofReal (by positivity), abs_inv]
  ring
```

## (g) Finitely many neighbours

For det A ≠ 0, erfc(x) = τ and w > 0, show that

N(w) < ∞.

**Solution.** By (d) and (e), w|nⱼ| ≤ R for each j, so n lies in a finite box of integer vectors. This matters because `ncard` returns 0 for an infinite set.

```lean
/-- For linearly independent primitive vectors and `w > 0`, only finitely many lattice
translations reach a threshold `τ` that is a value of the complementary error function. -/
theorem neighbours_finite {A : Matrix (Fin 3) (Fin 3) ℝ} (hA : A.det ≠ 0) {τ x w : ℝ}
    (hτ : erfc x = τ) (hw : 0 < w) : (neighbours A τ w).Finite := by
  obtain ⟨R, hR⟩ := (isBounded_cutoffRegion hA x).subset_closedBall 0
  refine (Set.finite_Icc (fun _ : Fin 3 => -⌈R / w⌉) (fun _ => ⌈R / w⌉)).subset fun n hn => ?_
  have hb := mem_closedBall_zero_iff.1 (hR ((mem_neighbours_iff A hτ hw n).1 hn))
  have hj : ∀ j, |n j| ≤ ⌈R / w⌉ := by
    intro j
    have h1 : |w * (n j : ℝ)| ≤ R := (norm_le_pi_norm (w • fun j => (n j : ℝ)) j).trans hb
    rw [abs_mul, abs_of_pos hw] at h1
    have h2 : |(n j : ℝ)| ≤ R / w := by
      rw [le_div_iff₀ hw]
      linarith
    exact_mod_cast h2.trans (Int.le_ceil _)
  exact ⟨fun j => (abs_le.1 (hj j)).1, fun j => (abs_le.1 (hj j)).2⟩
```

## (h) The limiting count

For det A ≠ 0, x > 0 and erfc(x) = τ, show that as w → 0+

N(w) w³ → (4πx³/3) / |det A|.

**Solution.** By (d), N(w) counts the points of wℤ³ in K. Attach to each grid point a cube of side w. The total volume of the cubes attached to points in K differs from vol(K) at most by the volume of cubes meeting the boundary of K. Those lie within √3 w of the boundary, which is compact. K is convex by the triangle inequality, so its boundary has volume zero, and the error vanishes as w → 0+. Part (f) gives the limit.

Lean takes the counting limit from Mathlib, with refinement 1/w. That theorem also asks that dilations of K be nested (`hmono`). `hset` and `hinj` match grid points to neighbours one to one.

```lean
/-- For linearly independent primitive vectors and `erfc x = τ` with `x > 0`, the number of
neighbours times `w ^ 3` tends to the volume of a ball of radius `x` divided by the volume of
the unit cell, as the screening parameter `w` tends to zero from above. -/
theorem tendsto_neighbours {A : Matrix (Fin 3) (Fin 3) ℝ} (hA : A.det ≠ 0) {τ x : ℝ}
    (hx : 0 < x) (hτ : erfc x = τ) :
    Tendsto (fun w : ℝ => ((neighbours A τ w).ncard : ℝ) * w ^ 3) (𝓝[>] 0)
      (𝓝 (4 * π * x ^ 3 / 3 / |A.det|)) := by
  have hclosed : IsClosed (cutoffRegion A x) :=
    isClosed_le ((PiLp.continuous_toLp 2 _).comp
      (Continuous.matrix_mulVec continuous_const continuous_id)).norm continuous_const
  have hconv : Convex ℝ (cutoffRegion A x) := by
    intro u hu v hv a b ha hb hab
    change ‖WithLp.toLp 2 (A *ᵥ (a • u + b • v))‖ ≤ x
    rw [Matrix.mulVec_add, Matrix.mulVec_smul, Matrix.mulVec_smul, WithLp.toLp_add,
      WithLp.toLp_smul, WithLp.toLp_smul]
    exact mem_closedBall_zero_iff.1 (convex_closedBall (0 : EuclideanSpace ℝ (Fin 3)) x
      (mem_closedBall_zero_iff.2 hu) (mem_closedBall_zero_iff.2 hv) ha hb hab)
  -- the region grows under dilation
  have hmono : ∀ ⦃a b : ℝ⦄, 0 < a → a ≤ b → a • cutoffRegion A x ⊆ b • cutoffRegion A x := by
    rintro a b ha hab _ ⟨v, hv, rfl⟩
    have hb : 0 < b := ha.trans_le hab
    refine ⟨(a / b) • v, ?_, ?_⟩
    · change ‖WithLp.toLp 2 (A *ᵥ ((a / b) • v))‖ ≤ x
      rw [Matrix.mulVec_smul, WithLp.toLp_smul, norm_smul, Real.norm_of_nonneg (by positivity)]
      exact (mul_le_of_le_one_left (norm_nonneg _) ((div_le_one hb).2 hab)).trans hv
    · change b • (a / b) • v = a • v
      rw [smul_smul, mul_div_cancel₀ a hb.ne']
  -- counting points of a refined lattice measures the volume
  have h := tendsto_card_div_pow_atTop_volume' (cutoffRegion A x) (isBounded_cutoffRegion hA x)
    hclosed.measurableSet (hconv.addHaar_frontier volume) hmono
  rw [volume_cutoffRegion hA hx] at h
  refine (h.comp tendsto_inv_nhdsGT_zero).congr' ?_
  filter_upwards [self_mem_nhdsWithin] with w hw
  have hw0 : 0 < w := hw
  have hset : cutoffRegion A x ∩
      w • (Submodule.span ℤ (Set.range (Pi.basisFun ℝ (Fin 3))) : Set (Fin 3 → ℝ))
      = (fun n : Fin 3 → ℤ => w • (fun j => (n j : ℝ))) '' neighbours A τ w := by
    ext v
    constructor
    · rintro ⟨hv, u, hu, rfl⟩
      have hu' := (Module.Basis.mem_span_iff_repr_mem ℤ (Pi.basisFun ℝ (Fin 3)) u).1 hu
      choose n hn using hu'
      have hnu : (fun j => (n j : ℝ)) = u := funext fun j => by simpa using hn j
      subst hnu
      exact ⟨n, (mem_neighbours_iff A hτ hw0 n).2 hv, rfl⟩
    · rintro ⟨n, hn, rfl⟩
      refine ⟨(mem_neighbours_iff A hτ hw0 n).1 hn, _, ?_, rfl⟩
      exact (Module.Basis.mem_span_iff_repr_mem ℤ (Pi.basisFun ℝ (Fin 3)) _).2
        fun j => ⟨n j, by simp⟩
  have hinj : Function.Injective (fun n : Fin 3 → ℤ => w • (fun j => (n j : ℝ))) := by
    intro m n hmn
    funext j
    have hj : w * (m j : ℝ) = w * (n j : ℝ) := congrFun hmn j
    exact_mod_cast mul_left_cancel₀ hw0.ne' hj
  simp only [Function.comp_apply, inv_inv, Fintype.card_fin]
  rw [Nat.card_coe_set_eq, hset, Set.ncard_image_of_injective _ hinj, inv_pow, div_inv_eq_mul]
```

## (i) The simple cubic lattice

For unit spacing, x > 0 and erfc(x) = τ, show that as w → 0+

#{n ∈ ℤ³ : erfc(w √(n₀² + n₁² + n₂²)) ≥ τ} · w³ → 4πx³/3.

**Solution.** Set A = 1 in (h); its determinant is 1.

```lean
/-- On the simple cubic lattice of unit spacing, with `erfc x = τ` and `x > 0`, the number of
integer vectors with `erfc (w |n|) ≥ τ`, times `w ^ 3`, tends to `4 π x ^ 3 / 3` as `w` tends
to zero from above. -/
theorem tendsto_neighbours_cubic {τ x : ℝ} (hx : 0 < x) (hτ : erfc x = τ) :
    Tendsto (fun w : ℝ =>
      ({n : Fin 3 → ℤ | τ ≤ erfc (w * √(∑ i, (n i : ℝ) ^ 2))}.ncard : ℝ) * w ^ 3)
      (𝓝[>] 0) (𝓝 (4 * π * x ^ 3 / 3)) := by
  have h := tendsto_neighbours (A := 1) (by simp) hx hτ
  simpa only [neighbours, euclidLength, EuclideanSpace.norm_eq, Matrix.one_mulVec,
    Real.norm_eq_abs, sq_abs, Matrix.det_one, abs_one, div_one] using h
```

## (j) Halving the screening parameter

Under the hypotheses of (h), show that as w → 0+

N(w/2) / N(w) → 8.

**Solution.** Write the ratio as

N(w/2) / N(w) = 8 · [N(w/2)(w/2)³] / [N(w)w³].

Both brackets tend to the same nonzero limit by (h), so their quotient tends to 1. Lean forms this quotient, multiplied by 8, in `hq`. The factor is a limit, and at a given w the ratio may differ from it.

```lean
/-- For linearly independent primitive vectors and `erfc x = τ` with `x > 0`, halving the
screening parameter `w` multiplies the number of neighbours by a factor that tends to eight as
`w` tends to zero from above. -/
theorem tendsto_halving_ratio {A : Matrix (Fin 3) (Fin 3) ℝ} (hA : A.det ≠ 0) {τ x : ℝ}
    (hx : 0 < x) (hτ : erfc x = τ) :
    Tendsto (fun w : ℝ => ((neighbours A τ (w / 2)).ncard : ℝ) / (neighbours A τ w).ncard)
      (𝓝[>] 0) (𝓝 8) := by
  have h := tendsto_neighbours hA hx hτ
  have hc : 4 * π * x ^ 3 / 3 / |A.det| ≠ 0 := by
    have := abs_pos.2 hA
    positivity
  have hhalf : Tendsto (fun w : ℝ => w / 2) (𝓝[>] 0) (𝓝[>] 0) := by
    refine tendsto_nhdsWithin_iff.2 ⟨?_, ?_⟩
    · have h2 : Tendsto (fun w : ℝ => w / 2) (𝓝 0) (𝓝 (0 / 2)) := tendsto_id.div_const 2
      rw [zero_div] at h2
      exact h2.mono_left nhdsWithin_le_nhds
    · filter_upwards [self_mem_nhdsWithin] with w hw
      exact Set.mem_Ioi.2 (half_pos (Set.mem_Ioi.1 hw))
  -- divide the asymptotics at w / 2 by those at w
  have hq := ((h.comp hhalf).const_mul 8).div h hc
  rw [mul_div_cancel_right₀ _ hc] at hq
  refine hq.congr' ?_
  filter_upwards [self_mem_nhdsWithin] with w hw
  have hw3 : w ^ 3 ≠ 0 := pow_ne_zero 3 (ne_of_gt hw)
  have he : 8 * (((neighbours A τ (w / 2)).ncard : ℝ) * (w / 2) ^ 3)
      = ((neighbours A τ (w / 2)).ncard : ℝ) * w ^ 3 := by ring
  change 8 * (((neighbours A τ (w / 2)).ncard : ℝ) * (w / 2) ^ 3)
    / (((neighbours A τ w).ncard : ℝ) * w ^ 3) = _
  rw [he, mul_div_mul_right _ _ hw3]

end

end ScreenedExchangeNeighbours
```

```lean
#print axioms ScreenedExchangeNeighbours.neighbours_finite
#print axioms ScreenedExchangeNeighbours.tendsto_neighbours
#print axioms ScreenedExchangeNeighbours.tendsto_neighbours_cubic
#print axioms ScreenedExchangeNeighbours.tendsto_halving_ratio
```

```
'ScreenedExchangeNeighbours.neighbours_finite' depends on axioms: [propext, Classical.choice, Quot.sound]
'ScreenedExchangeNeighbours.tendsto_neighbours' depends on axioms: [propext, Classical.choice, Quot.sound]
'ScreenedExchangeNeighbours.tendsto_neighbours_cubic' depends on axioms: [propext, Classical.choice, Quot.sound]
'ScreenedExchangeNeighbours.tendsto_halving_ratio' depends on axioms: [propext, Classical.choice, Quot.sound]
```
